# A rotation angle in [0, π) is fixed by its phase exp(2ix)

To a real rotation angle x the file assigns the phase exp(2ix), a point of the unit circle given by its real part cos 2x and imaginary part sin 2x. The lemma says that two different angles with 0 ≤ x < π never have the same phase; in mathematical terms, the map x ↦ exp(2ix) is injective on that half-open interval. No Hamiltonian or state enters the statement. The proof takes two angles x and y of equal phase, compares real and imaginary parts, and deduces that cos 2(x − y) = 1, hence that sin(x − y) = 0. Since x − y lies strictly between −π and π, it must be zero.

This version doesn't compile in Lean 4 with Mathlib:

```lean
import Mathlib

open Polynomial

namespace JacobiRotation

noncomputable section

/-- The point `exp (2 i x)` of the unit circle, given by its real and imaginary parts. -/
def phase (x : ℝ) : ℂ := ⟨Real.cos (2 * x), Real.sin (2 * x)⟩

/-- Different rotation angles in `0 ≤ x < π` have different phases `exp (2 i x)`. -/
theorem phase_injOn : Set.InjOn phase (Set.Ico 0 Real.pi) := by
  intro x hx y hy h
  have hre : Real.cos (2 * x) = Real.cos (2 * y) := congrArg Complex.re h
  have him : Real.sin (2 * x) = Real.sin (2 * y) := congrArg Complex.im h
  have h1 : Real.cos (2 * (x - y)) = 1 := by
    rw [mul_sub, Real.cos_sub, hre, him]
    linarith [Real.sin_sq_add_cos_sq (2 * y)]
  have h2 : Real.sin (x - y) ^ 2 = 0 := by
    linarith [Real.cos_two_mul (x - y), Real.sin_sq_add_cos_sq (x - y)]
  have h3 : Real.sin (x - y) = 0 := (pow_eq_zero_iff two_ne_zero).mp h2
  have h4 := (Real.sin_eq_zero_iff_of_lt_of_lt (by linarith [hx.1, hy.2])
    (by linarith [hx.2, hy.1])).mp h3
  linarith

end

end JacobiRotation
```

Compiling this gives:

```
Main.lean:15:72: error: Application type mismatch: The argument
  h
has type
  phase x = phase y
but is expected to have type
  Complex.cos ↑(2 * x) = Complex.cos ↑(2 * y)
in the application
  congrArg Complex.re h
```

Diagnosis. The equation `h` says `phase x = phase y`, and taking real parts of it is sound. The trouble is that Lean used the stated goal to work out which complex numbers `congrArg Complex.re` was to compare. In Mathlib `Real.cos` is itself defined as the real part of `Complex.cos`, so Lean unfolded it and settled on `Complex.cos ↑(2 * x)` and `Complex.cos ↑(2 * y)`. It then wanted an equation between those two, and `h` is not one.

In the repair, `simpa only [phase] using congrArg Complex.re h` lets `h` fix the two numbers, as `phase x` and `phase y`. Unfolding `phase` then turns their real parts into the cosines of the goal.

The line for `him` gets no message because it was already correct. `Real.sin` is also defined as a real part, that of `Complex.sin`, so the goal offers no imaginary part for `Complex.im` to be matched with. Lean therefore took the two numbers from `h`, and unfolding `phase` gave the sines. The diff rewrites this line in the same way as the first, but the repair does not depend on it.

Fix (accepted with no message):

```diff
@@ -13,6 +13,8 @@
 theorem phase_injOn : Set.InjOn phase (Set.Ico 0 Real.pi) := by
   intro x hx y hy h
-  have hre : Real.cos (2 * x) = Real.cos (2 * y) := congrArg Complex.re h
-  have him : Real.sin (2 * x) = Real.sin (2 * y) := congrArg Complex.im h
+  have hre : Real.cos (2 * x) = Real.cos (2 * y) := by
+    simpa only [phase] using congrArg Complex.re h
+  have him : Real.sin (2 * x) = Real.sin (2 * y) := by
+    simpa only [phase] using congrArg Complex.im h
   have h1 : Real.cos (2 * (x - y)) = 1 := by
     rw [mul_sub, Real.cos_sub, hre, him]
```
